# For distinct unperturbed levels, energies through second order determine the trace of (H₀ + tV)²

The theorem `trace_sq` concerns a finite matrix Hamiltonian H₀ + tV, where H₀ is diagonal with pairwise distinct real levels Eₙ, V is Hermitian and t is real. It states that the trace of (H₀ + tV)² equals the sum over n of (Eₙ + tVₙₙ + t²Eₙ⁽²⁾)² with the terms beyond t² dropped, where Eₙ⁽²⁾ is the sum over k ≠ n of |Vₖₙ|²/(Eₙ − Eₖ). The equality is exact for every t. The proof writes each |Vₖₙ|² in terms of the two opposite second-order contributions, which gives the trace of V², and then expands the trace of the square and compares the two sides.

This version doesn't compile in Lean 4 with Mathlib:

```lean
import Mathlib

open Matrix

namespace TraceSq

noncomputable section

variable {ι : Type*} {E : ι → ℝ} {V : Matrix ι ι ℂ}

/-- For a Hermitian perturbation the product of the two opposite couplings between
`n` and `k` is the squared modulus of either. -/
theorem coupling_mul (hV : V.IsHermitian) (n k : ι) :
    V n k * V k n = ((‖V k n‖ ^ 2 : ℝ) : ℂ) := by
  rw [← hV.apply n k, mul_comm, ← Complex.normSq_eq_norm_sq]
  exact Complex.mul_conj _

/-- For Hermitian `V`, the second-order contribution of state `n` to level `k` is minus
that of state `k` to level `n`. -/
theorem contribution_antisymm (hV : V.IsHermitian) (n k : ι) :
    ‖V n k‖ ^ 2 / (E k - E n) = -(‖V k n‖ ^ 2 / (E n - E k)) := by
  have hs : ‖V n k‖ = ‖V k n‖ := by rw [← hV.apply n k, norm_star]
  rw [hs, ← neg_sub (E n) (E k), div_neg]

variable [Fintype ι] [DecidableEq ι]

/-- The unperturbed Hamiltonian, diagonal with the levels `E`. -/
def H0 (E : ι → ℝ) : Matrix ι ι ℂ := diagonal fun n => (E n : ℂ)

/-- The second-order energy of level `n`, for `E n` different from all other levels. -/
def secondOrderEnergy (E : ι → ℝ) (V : Matrix ι ι ℂ) (n : ι) : ℝ :=
  ∑ k ∈ Finset.univ.erase n, ‖V k n‖ ^ 2 / (E n - E k)

/-- For pairwise distinct levels and Hermitian `V`, the trace of `(H0 + t V)²` is the sum
of the squared perturbative energies, kept through order `t²`. -/
theorem trace_sq (hE : Function.Injective E) (hV : V.IsHermitian) (t : ℝ) :
    trace ((H0 E + (t : ℂ) • V) * (H0 E + (t : ℂ) • V)) =
      ((∑ n, (E n ^ 2 + 2 * t * (E n * (V n n).re)
        + t ^ 2 * ((V n n).re ^ 2 + 2 * E n * secondOrderEnergy E V n)) : ℝ) : ℂ) := by
  have hreal : ∀ n, ((V n n).re : ℂ) = V n n := fun n =>
    Complex.conj_eq_iff_re.mp (hV.apply n n)
  -- each squared coupling is recovered from the two opposite contributions
  have P : ∀ n k, ‖V k n‖ ^ 2 = (if k = n then (V n n).re ^ 2 else 0)
      + E n * (‖V k n‖ ^ 2 / (E n - E k)) + E k * (‖V n k‖ ^ 2 / (E k - E n)) := by
    intro n k
    by_cases hk : k = n
    · have him : (V n n).im = 0 := Complex.conj_eq_iff_im.mp (hV.apply n n)
      have hn : ‖V n n‖ ^ 2 = (V n n).re ^ 2 := by
        rw [← Complex.normSq_eq_norm_sq, Complex.normSq_apply, him]
        ring
      rw [hk, hn]
      simp
    · have hd : E n - E k ≠ 0 := fun h => hk (hE (sub_eq_zero.mp h).symm)
      rw [contribution_antisymm hV n k, if_neg hk]
      linear_combination (-1 : ℝ) * div_mul_cancel₀ (‖V k n‖ ^ 2) hd
  have full : ∀ n, ∑ k, ‖V k n‖ ^ 2 / (E n - E k) = secondOrderEnergy E V n :=
    fun n => (Finset.sum_erase _ (by simp)).symm
  have Q : ∑ n, ∑ k, ‖V k n‖ ^ 2
      = ∑ n, ((V n n).re ^ 2 + 2 * E n * secondOrderEnergy E V n) := by
    have swap : ∑ n, ∑ k, E k * (‖V n k‖ ^ 2 / (E k - E n))
        = ∑ n, E n * secondOrderEnergy E V n := by
      rw [Finset.sum_comm]
      simp only [← Finset.mul_sum, full]
    rw [Finset.sum_congr rfl fun n _ => Finset.sum_congr rfl fun k _ => P n k]
    simp only [Finset.sum_add_distrib, swap]
    simp only [← Finset.mul_sum, full, Finset.sum_ite_eq', Finset.mem_univ, if_true]
    rw [add_assoc, ← Finset.sum_add_distrib]
    congr 1
    exact Finset.sum_congr rfl fun n _ => by ring
  have t1 : trace (H0 E * H0 E) = ((∑ n, E n ^ 2 : ℝ) : ℂ) := by
    simp [H0, diagonal_mul_diagonal, trace_diagonal, pow_two]
  have t2 : trace (H0 E * V) = ((∑ n, E n * (V n n).re : ℝ) : ℂ) := by
    simp only [H0, trace, diag_apply, diagonal_mul, Complex.ofReal_sum,
      Complex.ofReal_mul, hreal]
  have t3 : trace (V * V) = ((∑ n, ∑ k, ‖V k n‖ ^ 2 : ℝ) : ℂ) := by
    simp only [trace, diag_apply, mul_apply, coupling_mul hV, Complex.ofReal_sum]
  rw [Q] at t3
  simp only [add_mul, mul_add, smul_mul_assoc, mul_smul_comm, trace_add, trace_smul,
    smul_eq_mul, trace_mul_comm V (H0 E), t1, t2, t3]
  rw [Finset.sum_add_distrib, Finset.sum_add_distrib, ← Finset.mul_sum, ← Finset.mul_sum]
  simp only [Complex.ofReal_add, Complex.ofReal_mul, Complex.ofReal_pow, Complex.ofReal_ofNat]
  ring

end

end TraceSq
```

Messages:

```
Main.lean:80:54: error: Tactic `rewrite` failed: Did not find an occurrence of the pattern
  ∑ i ∈ ?s, ?a * ?f i
in the target expression
  ↑(∑ n, E n ^ 2) + ↑t * ↑(∑ n, E n * (V n n).re) +
      (↑t * ↑(∑ n, E n * (V n n).re) + ↑t * (↑t * ↑(∑ x, (V x x).re ^ 2 + ∑ x, 2 * E x * secondOrderEnergy E V x))) =
    ↑(∑ x, (E x ^ 2 + 2 * t * (E x * (V x x).re)) +
        ∑ x, (t ^ 2 * (V x x).re ^ 2 + t ^ 2 * (2 * E x * secondOrderEnergy E V x)))

ι : Type u_1
E : ι → ℝ
V : Matrix ι ι ℂ
inst✝¹ : Fintype ι
inst✝ : DecidableEq ι
hE : Function.Injective E
hV : V.IsHermitian
t : ℝ
hreal : ∀ (n : ι), ↑(V n n).re = V n n
P :
  ∀ (n k : ι),
    ‖V k n‖ ^ 2 =
      (if k = n then (V n n).re ^ 2 else 0) + E n * (‖V k n‖ ^ 2 / (E n - E k)) + E k * (‖V n k‖ ^ 2 / (E k - E n))
full : ∀ (n : ι), ∑ k, ‖V k n‖ ^ 2 / (E n - E k) = secondOrderEnergy E V n
Q : ∑ n, ∑ k, ‖V k n‖ ^ 2 = ∑ n, ((V n n).re ^ 2 + 2 * E n * secondOrderEnergy E V n)
t1 : (H0 E * H0 E).trace = ↑(∑ n, E n ^ 2)
t2 : (H0 E * V).trace = ↑(∑ n, E n * (V n n).re)
t3 : (V * V).trace = ↑(∑ n, ((V n n).re ^ 2 + 2 * E n * secondOrderEnergy E V n))
⊢ ↑(∑ n, E n ^ 2) + ↑t * ↑(∑ n, E n * (V n n).re) +
      (↑t * ↑(∑ n, E n * (V n n).re) + ↑t * (↑t * ↑(∑ x, (V x x).re ^ 2 + ∑ x, 2 * E x * secondOrderEnergy E V x))) =
    ↑(∑ x, (E x ^ 2 + 2 * t * (E x * (V x x).re)) +
        ∑ x, (t ^ 2 * (V x x).re ^ 2 + t ^ 2 * (2 * E x * secondOrderEnergy E V x)))

Note: The target expression is not type-correct under the `implicit` transparency level, which may have triggered the failure. This is usually caused by unfolding of semireducible definitions in prior tactic steps. Use `set_option linter.tacticCheckInstances true` to investigate the source of the issue.
Full error:
  function expected
    V n
```

The change, after which it compiles:

```diff
@@ -76,9 +76,17 @@
     simp only [trace, diag_apply, mul_apply, coupling_mul hV, Complex.ofReal_sum]
   rw [Q] at t3
-  simp only [add_mul, mul_add, smul_mul_assoc, mul_smul_comm, trace_add, trace_smul,
-    smul_eq_mul, trace_mul_comm V (H0 E), t1, t2, t3]
-  rw [Finset.sum_add_distrib, Finset.sum_add_distrib, ← Finset.mul_sum, ← Finset.mul_sum]
+  have expand : trace ((H0 E + (t : ℂ) • V) * (H0 E + (t : ℂ) • V)) =
+      trace (H0 E * H0 E) + 2 * (t : ℂ) * trace (H0 E * V)
+        + (t : ℂ) ^ 2 * trace (V * V) := by
+    simp only [add_mul, mul_add, smul_mul_assoc, mul_smul_comm, trace_add, trace_smul,
+      smul_eq_mul, trace_mul_comm V (H0 E)]
+    ring
+  have R : ∑ n, (E n ^ 2 + 2 * t * (E n * (V n n).re)
+        + t ^ 2 * ((V n n).re ^ 2 + 2 * E n * secondOrderEnergy E V n))
+      = ∑ n, E n ^ 2 + 2 * t * ∑ n, E n * (V n n).re
+        + t ^ 2 * ∑ n, ((V n n).re ^ 2 + 2 * E n * secondOrderEnergy E V n) := by
+    simp only [Finset.sum_add_distrib, Finset.mul_sum, mul_add]
+  rw [expand, t1, t2, t3, R]
   simp only [Complex.ofReal_add, Complex.ofReal_mul, Complex.ofReal_pow, Complex.ofReal_ofNat]
-  ring
 
 end
```

Diagnosis. The error is at the first `← Finset.mul_sum`, which needs a sum whose terms are products with a first factor independent of the index. The target has none. The earlier `simp only`, meant to expand the trace, also used `mul_add` inside the sum on the right, distributing `t ^ 2`. Of the two `Finset.sum_add_distrib` rewrites, one then split the sum that came from `t3`, and the other split the right-hand sum only once. The constants `2 * t` and `t ^ 2` thus remained inside sums whose terms are still additions. Lean's note about `V n` offers only a possible cause; the missing pattern is enough to explain the failure.

The repair treats the two sides separately. `expand` reduces the left side to three traces without touching the sums. `R` splits the right-hand sum into three, with the constants in front; its `simp only` proves this by splitting all the sums and moving the constants inside on both sides. After `rw [expand, t1, t2, t3, R]` the two sides differ only in where the casts to ℂ stand. The last `simp only` settles that and closes the goal, so the final `ring` is removed.
